# With a positive definite mass matrix and invertible G, G⁻¹ gives the least kinetic energy at fixed internal velocity

An internal velocity s does not determine the Cartesian velocity v of a molecule, since translation, rotation and any motion not described by the chosen coordinates can be added. The kinetic energy belonging to s is therefore taken here to be the minimum over all v with B v = s. The Wilson matrix B is a constant real rectangular matrix, as it is at one fixed geometry. It is not derived from coordinate functions.

In the code, the finite type `n` labels Cartesian components and `m` labels internal coordinates. Velocities are real functions on these types.

```lean
import Mathlib

open Matrix

namespace WilsonKineticEnergy

noncomputable section

variable {m n : Type*} [Fintype m] [DecidableEq m] [Fintype n] [DecidableEq n]
```

For a mass matrix A, the kinetic energy is

T_A(v) = ½ vᵀ A v.

The same definition serves Cartesian velocities, with A the Cartesian mass matrix M, and internal ones, with A = G⁻¹ for the matrix G defined next.

```lean
/-- The kinetic energy `½ vᵀ A v` of a velocity `v` for the mass matrix `A`. -/
def kineticEnergy {k : Type*} [Fintype k] (A : Matrix k k ℝ) (v : k → ℝ) : ℝ :=
  (1 / 2) * (v ⬝ᵥ A *ᵥ v)
```

The Wilson G matrix is

G = B M⁻¹ Bᵀ.

M need not be diagonal. For Cartesian coordinates of atoms it is the diagonal matrix of atomic masses, each repeated for its components.

```lean
/-- The Wilson matrix `G = B M⁻¹ Bᵀ` of the internal coordinates whose velocities are `B v`. -/
def wilsonG (M : Matrix n n ℝ) (B : Matrix m n ℝ) : Matrix m m ℝ :=
  B * M⁻¹ * Bᵀ
```

To find the minimiser, make ½ vᵀMv stationary subject to B v = s, with a vector of multipliers λ. This gives M v = Bᵀλ, so v = M⁻¹Bᵀλ. The constraint then reads Gλ = s, hence

u = M⁻¹ Bᵀ G⁻¹ s.

The code calls this candidate `internalLift`. That it is the minimum is shown below without multipliers.

```lean
/-- The Cartesian velocity `M⁻¹ Bᵀ G⁻¹ s` assigned to the internal velocity `s`. -/
def internalLift (M : Matrix n n ℝ) (B : Matrix m n ℝ) (s : m → ℝ) : n → ℝ :=
  M⁻¹ *ᵥ (Bᵀ *ᵥ ((wilsonG M B)⁻¹ *ᵥ s))
```

## Positive energy and independent coordinates

Three facts are needed first. Applying G to y means forming B(M⁻¹(Bᵀy)). The hypothesis `M.PosDef` includes the symmetry Mᵀ = M. It also gives T_M(v) > 0 for every v ≠ 0: no motion is free of inertia.

```lean
omit [DecidableEq m] in
/-- Applying `G` to `y` means applying `Bᵀ`, `M⁻¹` and `B` in turn. -/
lemma wilsonG_mulVec (M : Matrix n n ℝ) (B : Matrix m n ℝ) (y : m → ℝ) :
    wilsonG M B *ᵥ y = B *ᵥ (M⁻¹ *ᵥ (Bᵀ *ᵥ y)) := by
  simp only [wilsonG, Matrix.mulVec_mulVec, Matrix.mul_assoc]

omit [Fintype n] [DecidableEq n] in
/-- A real positive definite mass matrix is symmetric. -/
lemma transpose_eq {M : Matrix n n ℝ} (hM : M.PosDef) : Mᵀ = M := by
  rw [← Matrix.conjTranspose_eq_transpose_of_trivial]
  exact hM.1

omit [DecidableEq n] in
/-- For a positive definite mass matrix, every nonzero velocity has positive kinetic energy. -/
lemma kineticEnergy_pos {M : Matrix n n ℝ} (hM : M.PosDef) {v : n → ℝ} (hv : v ≠ 0) :
    0 < kineticEnergy M v := by
  have h : 0 < v ⬝ᵥ M *ᵥ v := by
    simpa only [star_trivial] using hM.dotProduct_mulVec_pos hv
  unfold kineticEnergy
  linarith
```

The other hypothesis, `IsUnit (wilsonG M B).det`, says that G is invertible. Physically, no internal coordinate is redundant to first order: Bᵀy = 0 only for y = 0.

If G is invertible and Bᵀy = 0, then Gy = 0 and so y = 0. Conversely, suppose that the rows of B are independent but det G = 0. Some y ≠ 0 then has Gy = 0, and

0 = yᵀ G y = (Bᵀy)ᵀ M⁻¹ (Bᵀy).

Since M⁻¹ is positive definite, Bᵀy = 0, which contradicts independence. The proof reaches the same contradiction by comparing `hpos` with `hzero`.

```lean
/-- For a positive definite mass matrix, `G` is invertible exactly when the rows of `B` are
linearly independent. -/
theorem wilsonG_invertible_iff {M : Matrix n n ℝ} (hM : M.PosDef) (B : Matrix m n ℝ) :
    IsUnit (wilsonG M B).det ↔ ∀ y : m → ℝ, Bᵀ *ᵥ y = 0 → y = 0 := by
  constructor
  · intro hG y hy
    have h0 : wilsonG M B *ᵥ y = 0 := by
      rw [wilsonG_mulVec, hy, Matrix.mulVec_zero, Matrix.mulVec_zero]
    calc y = (wilsonG M B)⁻¹ *ᵥ (wilsonG M B *ᵥ y) := by
          rw [Matrix.mulVec_mulVec, Matrix.nonsing_inv_mul _ hG, Matrix.one_mulVec]
      _ = 0 := by rw [h0, Matrix.mulVec_zero]
  · intro hB
    rw [isUnit_iff_ne_zero]
    intro hdet
    obtain ⟨y, hy, hGy⟩ := Matrix.exists_mulVec_eq_zero_iff.mpr hdet
    -- for a null vector `y` of `G`, the nonzero vector `Bᵀ y` would have zero energy for `M⁻¹`
    have hpos := kineticEnergy_pos hM.inv (fun h => hy (hB y h))
    have hzero : (Bᵀ *ᵥ y) ⬝ᵥ M⁻¹ *ᵥ (Bᵀ *ᵥ y) = 0 := by
      have h1 : y ⬝ᵥ B *ᵥ (M⁻¹ *ᵥ (Bᵀ *ᵥ y)) = 0 := by
        rw [← wilsonG_mulVec, hGy, dotProduct_zero]
      rw [Matrix.dotProduct_mulVec, ← Matrix.mulVec_transpose] at h1
      exact h1
    unfold kineticEnergy at hpos
    linarith
```

## Splitting the kinetic energy

The candidate has the required internal velocity:

B u = B M⁻¹ Bᵀ G⁻¹ s = G G⁻¹ s = s.

```lean
/-- If `G` is invertible, the velocity `M⁻¹ Bᵀ G⁻¹ s` has internal velocity `s`. -/
theorem mulVec_internalLift {M : Matrix n n ℝ} {B : Matrix m n ℝ}
    (hG : IsUnit (wilsonG M B).det) (s : m → ℝ) : B *ᵥ internalLift M B s = s := by
  unfold internalLift
  rw [← wilsonG_mulVec, Matrix.mulVec_mulVec, Matrix.mul_nonsing_inv _ hG, Matrix.one_mulVec]
```

Its mass-weighted product with any velocity w is

wᵀ M u = wᵀ Bᵀ G⁻¹ s = (B w)ᵀ G⁻¹ s.

This vanishes when B w = 0. If B annihilates rigid translations and rotations, u therefore carries no linear or angular momentum.

```lean
/-- For a positive definite mass matrix, the mass-weighted product of any velocity `w` with `M⁻¹ Bᵀ
G⁻¹ s` is `(B w)ᵀ G⁻¹ s`. -/
theorem dotProduct_internalLift {M : Matrix n n ℝ} (hM : M.PosDef) (B : Matrix m n ℝ)
    (w : n → ℝ) (s : m → ℝ) :
    w ⬝ᵥ M *ᵥ internalLift M B s = (B *ᵥ w) ⬝ᵥ (wilsonG M B)⁻¹ *ᵥ s := by
  have h : ∀ x : n → ℝ, M *ᵥ (M⁻¹ *ᵥ x) = x := fun x => by
    rw [Matrix.mulVec_mulVec, Matrix.mul_nonsing_inv _ hM.det_pos.ne'.isUnit,
      Matrix.one_mulVec]
  unfold internalLift
  rw [h, Matrix.dotProduct_mulVec w Bᵀ, Matrix.vecMul_transpose]
```

Now let B v = s. Taking w = v and then w = u gives

vᵀ M u = uᵀ M u = sᵀ G⁻¹ s.

Because M is symmetric, the two cross terms are equal, and

T_M(v − u) = ½ vᵀMv − vᵀMu + ½ uᵀMu = T_M(v) − ½ sᵀG⁻¹s.

Hence

T_M(v) = ½ sᵀ G⁻¹ s + T_M(v − u).

In the proof, `h1` and `h2` are the two products and `h3` is the equality of the cross terms. Expanding the energies leaves linear arithmetic.

```lean
/-- For positive definite `M` and invertible `G`, the kinetic energy of `v` is the internal energy
`½ sᵀ G⁻¹ s`, with `s = B v`, plus the kinetic energy of the deviation of `v` from `M⁻¹ Bᵀ G⁻¹ s`.
-/
theorem kineticEnergy_split {M : Matrix n n ℝ} {B : Matrix m n ℝ} (hM : M.PosDef)
    (hG : IsUnit (wilsonG M B).det) {v : n → ℝ} {s : m → ℝ} (hv : B *ᵥ v = s) :
    kineticEnergy M v =
      kineticEnergy (wilsonG M B)⁻¹ s + kineticEnergy M (v - internalLift M B s) := by
  have h1 := dotProduct_internalLift hM B v s
  have h2 := dotProduct_internalLift hM B (internalLift M B s) s
  rw [hv] at h1
  rw [mulVec_internalLift hG] at h2
  -- symmetry of the mass matrix identifies the two cross terms
  have h3 : internalLift M B s ⬝ᵥ M *ᵥ v = v ⬝ᵥ M *ᵥ internalLift M B s := by
    rw [Matrix.dotProduct_mulVec, ← Matrix.mulVec_transpose, transpose_eq hM, dotProduct_comm]
  simp only [kineticEnergy, Matrix.mulVec_sub, dotProduct_sub, sub_dotProduct]
  linarith
```

The last term is zero if v = u and positive otherwise. This gives both the bound and the equality case, and the proof splits on whether v − u = 0.

```lean
/-- For positive definite `M` and invertible `G`, every velocity `v` with internal velocity `s` has
kinetic energy at least `½ sᵀ G⁻¹ s`, with equality exactly at `v = M⁻¹ Bᵀ G⁻¹ s`. -/
theorem internal_energy_le {M : Matrix n n ℝ} {B : Matrix m n ℝ} (hM : M.PosDef)
    (hG : IsUnit (wilsonG M B).det) {v : n → ℝ} {s : m → ℝ} (hv : B *ᵥ v = s) :
    kineticEnergy (wilsonG M B)⁻¹ s ≤ kineticEnergy M v ∧
      (kineticEnergy M v = kineticEnergy (wilsonG M B)⁻¹ s ↔ v = internalLift M B s) := by
  have hsplit := kineticEnergy_split hM hG hv
  by_cases h : v - internalLift M B s = 0
  · have h0 : kineticEnergy M (v - internalLift M B s) = 0 := by
      rw [h]
      simp [kineticEnergy]
    exact ⟨by linarith, fun _ => sub_eq_zero.mp h, fun _ => by linarith⟩
  · have hpos := kineticEnergy_pos hM h
    exact ⟨by linarith, fun he => by linarith, fun he => absurd (sub_eq_zero.mpr he) h⟩
```

## G⁻¹ as the internal mass matrix

A quadratic form determines its matrix only up to an antisymmetric part, so uniqueness is stated for symmetric matrices. With eᵢ the unit velocity along coordinate i,

(eᵢ + eⱼ)ᵀ K (eᵢ + eⱼ) = Kᵢᵢ + Kⱼⱼ + 2Kᵢⱼ.

Equal energies for all velocities therefore force equal entries.

```lean
/-- Two symmetric mass matrices that give every velocity the same kinetic energy are equal. -/
theorem eq_of_kineticEnergy_eq {K L : Matrix m m ℝ} (hK : K.IsSymm) (hL : L.IsSymm)
    (h : ∀ s, kineticEnergy K s = kineticEnergy L s) : K = L := by
  have hent : ∀ (A : Matrix m m ℝ) (i j : m),
      (Pi.single i 1 : m → ℝ) ⬝ᵥ A *ᵥ (Pi.single j 1 : m → ℝ) = A i j := by
    intro A i j
    simp
  ext i j
  -- polarization with unit velocities along coordinates `i` and `j`
  have hij := h (Pi.single i 1 + Pi.single j 1)
  have hi := h (Pi.single i 1)
  have hj := h (Pi.single j 1)
  simp only [kineticEnergy, Matrix.mulVec_add, dotProduct_add, add_dotProduct, hent]
    at hij hi hj
  have hk := hK.apply i j
  have hl := hL.apply i j
  linarith
```

In the next theorem, `{v | B *ᵥ v = s}` is the set of Cartesian velocities compatible with s, and its image under `kineticEnergy M` is the set of their energies. `IsLeast` says that a number belongs to this set and is a lower bound for it. A symmetric K supplies the least energy ½ sᵀKs for every s if and only if K = G⁻¹.

The velocity u attains the bound, which proves one direction. For the other, a set has at most one least element, so K and G⁻¹ give equal energies. G⁻¹ is symmetric because G is, and the previous lemma gives K = G⁻¹.

In classical harmonic vibrational analysis with a complete set of independent vibrational coordinates, G⁻¹ at the reference geometry is the mass matrix that accompanies the force constants in these coordinates.

```lean
/-- For positive definite `M` and invertible `G`, a symmetric matrix `K` gives, for every internal
velocity `s`, the least kinetic energy compatible with `s` as `½ sᵀ K s` if and only if `K = G⁻¹`.
-/
theorem internal_mass_matrix_iff {M : Matrix n n ℝ} {B : Matrix m n ℝ} (hM : M.PosDef)
    (hG : IsUnit (wilsonG M B).det) {K : Matrix m m ℝ} (hK : K.IsSymm) :
    (∀ s, IsLeast (kineticEnergy M '' {v | B *ᵥ v = s}) (kineticEnergy K s)) ↔
      K = (wilsonG M B)⁻¹ := by
  have hmin : ∀ s, IsLeast (kineticEnergy M '' {v | B *ᵥ v = s})
      (kineticEnergy (wilsonG M B)⁻¹ s) := by
    intro s
    have hs := mulVec_internalLift hG s
    refine ⟨⟨internalLift M B s, hs, (internal_energy_le hM hG hs).2.2 rfl⟩, ?_⟩
    rintro _ ⟨v, hv, rfl⟩
    exact (internal_energy_le hM hG hv).1
  have hsymm : ((wilsonG M B)⁻¹).IsSymm := by
    change ((wilsonG M B)⁻¹)ᵀ = (wilsonG M B)⁻¹
    rw [Matrix.transpose_nonsing_inv]
    congr 1
    simp only [wilsonG, Matrix.transpose_mul, Matrix.transpose_transpose,
      Matrix.transpose_nonsing_inv, transpose_eq hM, Matrix.mul_assoc]
  constructor
  · intro h
    exact eq_of_kineticEnergy_eq hK hsymm (fun s => (h s).unique (hmin s))
  · rintro rfl
    exact hmin
```

## A diatomic stretch

For masses m₁ and m₂ on a line with stretch velocity v₂ − v₁, B = (−1, 1), and

G = 1/m₁ + 1/m₂,  G⁻¹ = m₁m₂/(m₁ + m₂),

which is the reduced mass. The proof inverts the diagonal mass matrix, computes the single entry of G, and checks that its product with the reduced mass is 1.

```lean
/-- For two masses on a line and the stretch velocity `v₂ - v₁`, the matrix `G⁻¹` is the
reduced mass `m₁ m₂ / (m₁ + m₂)`. -/
theorem diatomic_reduced_mass {m₁ m₂ : ℝ} (h₁ : 0 < m₁) (h₂ : 0 < m₂) :
    (wilsonG !![m₁, 0; 0, m₂] !![-1, 1])⁻¹ = !![m₁ * m₂ / (m₁ + m₂)] := by
  have n₁ := h₁.ne'
  have n₂ := h₂.ne'
  have n₃ : m₁ + m₂ ≠ 0 := (add_pos h₁ h₂).ne'
  have hinv : (!![m₁, 0; 0, m₂])⁻¹ = !![m₁⁻¹, 0; 0, m₂⁻¹] := by
    apply Matrix.inv_eq_right_inv
    ext i j
    fin_cases i <;> fin_cases j <;> simp [Matrix.mul_apply, Fin.sum_univ_succ, n₁, n₂]
  have hG : wilsonG !![m₁, 0; 0, m₂] !![-1, 1] = !![m₁⁻¹ + m₂⁻¹] := by
    unfold wilsonG
    rw [hinv]
    ext i j
    fin_cases i
    fin_cases j
    simp [Matrix.mul_apply, Fin.sum_univ_succ]
  have hone : (m₁⁻¹ + m₂⁻¹) * (m₁ * m₂ / (m₁ + m₂)) = 1 := by
    have h : m₁⁻¹ + m₂⁻¹ = (m₁ + m₂) / (m₁ * m₂) := by
      rw [inv_add_inv n₁ n₂]
    rw [h, div_mul_div_cancel₀ (mul_ne_zero n₁ n₂), div_self n₃]
  rw [hG]
  apply Matrix.inv_eq_right_inv
  ext i j
  fin_cases i
  fin_cases j
  simpa [Matrix.mul_apply] using hone

end

end WilsonKineticEnergy
```

Take m₁ = 1, m₂ = 3 and s = 2 in consistent units. Then G⁻¹ = 3/4, the least energy is ½ · (3/4) · 4 = 3/2, and u = (−3/2, 1/2), with total momentum −3/2 + 3/2 = 0. The velocity v = (0, 2) has the same stretch velocity but energy 6. The excess 9/2 is the energy of the deviation (3/2, 3/2), a translation of the whole molecule.

Invertibility of G matters as soon as the same stretch is listed twice, so that B has two rows (−1, 1). No velocity then satisfies B v = (1, 0), and no K can give a least energy for every s. The equivalence with K = G⁻¹ fails, since Lean assigns this singular G the inverse 0, and K = 0 meets the right-hand condition but not the left.

```lean
#print axioms WilsonKineticEnergy.wilsonG_invertible_iff
#print axioms WilsonKineticEnergy.internal_mass_matrix_iff
#print axioms WilsonKineticEnergy.diatomic_reduced_mass
```

```
'WilsonKineticEnergy.wilsonG_invertible_iff' depends on axioms: [propext, Classical.choice, Quot.sound]
'WilsonKineticEnergy.internal_mass_matrix_iff' depends on axioms: [propext, Classical.choice, Quot.sound]
'WilsonKineticEnergy.diatomic_reduced_mass' depends on axioms: [propext, Classical.choice, Quot.sound]
```
